# Hubbard corrections with V = U leave a gapped ground-state projector unchanged and shift its gap by U

Take an orthonormal orbital basis, divided into sites in any way, and a density matrix ρ. If the on-site parameter U and the intersite parameter V are equal, the two Hubbard corrections, in their simplified rotationally invariant form, add up to

E = U tr(ρ − ρ²)/2, with potential v = U(1/2 − ρ).

If ρ projects on the N lowest eigenvectors of a Hermitian H₀ with gap g > 0, and U ≥ 0, then E = 0, and ρ is also the lowest-N projector of H₀ + v, whose gap is g + U. For a fixed one-electron Hamiltonian in a finite basis, with V = U for all pairs of sites, the DFT+U+V correction built from this ρ is therefore a rigid scissors shift: it lowers every occupied level by U/2, raises every empty one by U/2 and changes no orbital.

## Orbitals, sites and the two energies

```lean
import Mathlib

open Matrix

namespace IntersiteHubbard

noncomputable section

variable {n S : Type*} [Fintype n] [DecidableEq n] [DecidableEq S]
```

The finite type `n` labels the orbitals and `S` labels the sites. A density matrix is a `Matrix n n ℂ`, a complex square array indexed by orbitals. It can be read as one spin channel, or as a matrix over spin orbitals.

```lean
/-- The on-site Hubbard correction: `U/2` times the difference between the trace of `ρ` and the sum
of the products `ρ i j * ρ j i` over orbitals `i`, `j` on the same site. -/
def onsiteEnergy (site : n → S) (U : ℝ) (ρ : Matrix n n ℂ) : ℂ :=
  (U : ℂ) / 2 * (∑ i, ρ i i - ∑ i, ∑ j, if site i = site j then ρ i j * ρ j i else 0)
```

The function `site` assigns each orbital to its site, and this encodes the partition. The definition says

E_on = (U/2) [Σ_i ρ_ii − Σ_{i,j on the same site} ρ_ij ρ_ji].

For Hermitian ρ the product ρ_ij ρ_ji is |ρ_ij|². The notation `(U : ℂ)` treats the real number U as a complex one.

```lean
/-- The intersite correction: `-V/2` times the sum of the products `ρ i j * ρ j i` over orbitals
`i`, `j` on different sites. -/
def intersiteEnergy (site : n → S) (V : ℝ) (ρ : Matrix n n ℂ) : ℂ :=
  -((V : ℂ) / 2) * ∑ i, ∑ j, if site i = site j then 0 else ρ i j * ρ j i
```

The remaining pairs enter here:

E_inter = −(V/2) Σ_{i,j on different sites} ρ_ij ρ_ji.

Every pair of different sites is included, at any distance. U and V are given numbers that stand for screened interaction strengths; nothing here computes them.

## Potential and weighted pairing

```lean
/-- The interaction parameter of two orbitals: `U` on the same site, `V` otherwise. -/
def coupling (site : n → S) (U V : ℝ) (i j : n) : ℂ :=
  if site i = site j then (U : ℂ) else (V : ℂ)
```

Write c_ij for this coupling: U if orbitals i and j share a site, V if they do not.

```lean
/-- The correction potential: `U/2` minus the density matrix weighted elementwise by
the interaction parameters. -/
def correctionPotential (site : n → S) (U V : ℝ) (ρ : Matrix n n ℂ) : Matrix n n ℂ :=
  ((U : ℂ) / 2) • (1 : Matrix n n ℂ) - Matrix.of fun i j => coupling site U V i j * ρ i j
```

The potential has the elements

v_ij = (U/2) δ_ij − c_ij ρ_ij.

In Lean, `•` multiplies a matrix by a number, and `Matrix.of` builds a matrix from a formula for its elements.

```lean
/-- The sum of products of elements of two matrices, weighted by the interaction parameters. -/
def pairing (site : n → S) (U V : ℝ) (A B : Matrix n n ℂ) : ℂ :=
  ∑ i, ∑ j, coupling site U V i j * (A i j * B j i)
```

This is the bilinear form

P(A, B) = Σ_ij c_ij A_ij B_ji,

which lets both energies be written in one expression.

## What "lowest-N projector with gap g" means

```lean
/-- `ρ` projects on `N` eigenvectors of the Hermitian matrix `H`, and the smallest
difference between an empty and an occupied level is `g > 0`. -/
def IsLowestProjector (H ρ : Matrix n n ℂ) (N : ℕ) (g : ℝ) : Prop :=
  ∃ W ∈ Matrix.unitaryGroup n ℂ, ∃ (ε : n → ℝ) (s : Finset n), s.card = N ∧
    H = W * diagonal (fun i => (ε i : ℂ)) * Wᴴ ∧
    ρ = W * diagonal (fun i => if i ∈ s then (1 : ℂ) else 0) * Wᴴ ∧
    0 < g ∧ IsLeast {d : ℝ | ∃ i ∈ s, ∃ a, a ∉ s ∧ d = ε a - ε i} g
```

A `Prop` is a statement, here that certain data exist: a unitary W whose columns are eigenvectors, real levels ε_k, and a set s of N occupied labels, such that

H = W diag(ε) W†, ρ = W diag(f) W†, with f_k = 1 for k in s and 0 otherwise.

Lean writes W† as `Wᴴ`. Real levels make H Hermitian. `IsLeast` says that g is one of the differences ε_a − ε_i, with i occupied and a empty, and that no such difference is smaller. Since g > 0, every occupied level lies below every empty one. There must be at least one level of each kind, so N is neither zero nor the full dimension.

## The energy and its derivative

```lean
omit [DecidableEq n] in
/-- The total correction energy is `U/2` times the trace minus half the weighted pairing
of the density matrix with itself. -/
theorem energy_eq_pairing (site : n → S) (U V : ℝ) (ρ : Matrix n n ℂ) :
    onsiteEnergy site U ρ + intersiteEnergy site V ρ
      = (U : ℂ) / 2 * trace ρ - pairing site U V ρ ρ / 2 := by
  have h : pairing site U V ρ ρ
      = (U : ℂ) * (∑ i, ∑ j, if site i = site j then ρ i j * ρ j i else 0)
        + (V : ℂ) * ∑ i, ∑ j, if site i = site j then 0 else ρ i j * ρ j i := by
    simp only [pairing, coupling, Finset.mul_sum, ← Finset.sum_add_distrib]
    refine Finset.sum_congr rfl fun i _ => Finset.sum_congr rfl fun j _ => ?_
    split_ifs <;> simp
  have ht : trace ρ = ∑ i, ρ i i := rfl
  rw [h, ht, onsiteEnergy, intersiteEnergy]
  ring
```

Splitting P(ρ, ρ) into same-site and different-site pairs gives U times the first sum plus V times the second. Hence

E = (U/2) tr ρ − P(ρ, ρ)/2.

The proof makes this split term by term: `split_ifs` treats the two cases of the site condition, and `ring` does the final algebra.

```lean
omit [DecidableEq n] in
/-- For `V = U` the correction energy is `U tr(ρ - ρ²)/2` for every partition into sites. -/
theorem energy_of_equal (site : n → S) (U : ℝ) (ρ : Matrix n n ℂ) :
    onsiteEnergy site U ρ + intersiteEnergy site U ρ
      = (U : ℂ) / 2 * trace (ρ - ρ * ρ) := by
  have h : pairing site U U ρ ρ = (U : ℂ) * trace (ρ * ρ) := by
    simp only [pairing, coupling, ite_self, Matrix.trace, Matrix.diag_apply,
      Matrix.mul_apply, Finset.mul_sum]
  rw [energy_eq_pairing, h, trace_sub]
  ring
```

At V = U both cases of the coupling give U, so the partition disappears:

P(ρ, ρ) = U Σ_ij ρ_ij ρ_ji = U tr ρ².

Inserting this gives E = U tr(ρ − ρ²)/2. The lemma `ite_self` removes a condition whose two branches agree.

```lean
/-- The correction potential is the derivative of the correction energy: along any
direction `X` the energy changes at the rate `tr(v X)`. -/
theorem energy_hasDerivAt (site : n → S) (U V : ℝ) (ρ X : Matrix n n ℂ) :
    HasDerivAt (fun t : ℂ => onsiteEnergy site U (ρ + t • X)
        + intersiteEnergy site V (ρ + t • X))
      (trace (correctionPotential site U V ρ * X)) 0 := by
  -- the pairing is symmetric
  have hsym : pairing site U V X ρ = pairing site U V ρ X := by
    unfold pairing
    rw [Finset.sum_comm]
    refine Finset.sum_congr rfl fun i _ => Finset.sum_congr rfl fun j _ => ?_
    have hc : coupling site U V j i = coupling site U V i j := by
      by_cases h : site i = site j
      · simp [coupling, h]
      · simp [coupling, h, Ne.symm h]
    rw [hc]
    ring
  have htr : trace (correctionPotential site U V ρ * X)
      = (U : ℂ) / 2 * trace X - pairing site U V ρ X := by
    rw [correctionPotential, Matrix.sub_mul, Matrix.smul_mul, Matrix.one_mul,
      trace_sub, trace_smul, smul_eq_mul]
    congr 1
    simp only [pairing, Matrix.trace, Matrix.diag_apply, Matrix.mul_apply,
      Matrix.of_apply, mul_assoc]
  -- the energy is exactly quadratic along the line
  have hexp : (fun t : ℂ => onsiteEnergy site U (ρ + t • X)
        + intersiteEnergy site V (ρ + t • X))
      = fun t : ℂ => ((U : ℂ) / 2 * trace ρ - pairing site U V ρ ρ / 2)
        + (t * trace (correctionPotential site U V ρ * X)
          + t ^ 2 * (-(pairing site U V X X / 2))) := by
    funext t
    have hp : pairing site U V (ρ + t • X) (ρ + t • X)
        = pairing site U V ρ ρ + t * pairing site U V ρ X
          + t * pairing site U V X ρ + t ^ 2 * pairing site U V X X := by
      simp only [pairing, Finset.mul_sum, ← Finset.sum_add_distrib]
      refine Finset.sum_congr rfl fun i _ => Finset.sum_congr rfl fun j _ => ?_
      simp only [Matrix.add_apply, Matrix.smul_apply, smul_eq_mul]
      ring
    rw [energy_eq_pairing, hp, hsym, htr, trace_add, trace_smul, smul_eq_mul]
    ring
  rw [hexp]
  have h := (((hasDerivAt_id' (0 : ℂ)).mul_const
    (trace (correctionPotential site U V ρ * X))).fun_add
    (((hasDerivAt_id' (0 : ℂ)).fun_pow 2).mul_const
      (-(pairing site U V X X / 2)))).const_add
    ((U : ℂ) / 2 * trace ρ - pairing site U V ρ ρ / 2)
  exact h.congr_deriv (by simp)
```

This theorem justifies the name "potential", for any U and V. Move from ρ in a direction X:

E(ρ + tX) = E(ρ) + t [(U/2) tr X − P(ρ, X)/2 − P(X, ρ)/2] − t² P(X, X)/2.

Because c_ij = c_ji, exchanging the summation labels shows P(X, ρ) = P(ρ, X). The bracket becomes

(U/2) tr X − P(ρ, X) = Σ_ij v_ij X_ji = tr(vX).

The steps `hsym`, `htr` and `hexp` are the symmetry, the trace formula and the quadratic expansion. `HasDerivAt` then states that the derivative at t = 0 is tr(vX).

```lean
omit [Fintype n] in
/-- For `V = U` the correction potential is `U(1/2 - ρ)` for every partition into sites. -/
theorem potential_of_equal (site : n → S) (U : ℝ) (ρ : Matrix n n ℂ) :
    correctionPotential site U U ρ
      = (U : ℂ) • ((1 / 2 : ℂ) • (1 : Matrix n n ℂ) - ρ) := by
  ext i j
  simp only [correctionPotential, coupling, ite_self, Matrix.sub_apply,
    Matrix.smul_apply, Matrix.of_apply, smul_eq_mul]
  ring
```

With V = U the elements are v_ij = U(δ_ij/2 − ρ_ij), which is v = U(1/2 − ρ). `ext i j` reduces equality of matrices to equality of elements.

## Zero energy and a shifted gap

```lean
/-- A projector on the lowest `N` eigenvectors is idempotent. -/
theorem IsLowestProjector.idempotent {H ρ : Matrix n n ℂ} {N : ℕ} {g : ℝ}
    (h : IsLowestProjector H ρ N g) : ρ * ρ = ρ := by
  obtain ⟨W, hW, ε, s, -, -, hρ, -, -⟩ := h
  have hW' : Wᴴ * W = 1 := Matrix.mem_unitaryGroup_iff'.1 hW
  have hD : diagonal (fun i => if i ∈ s then (1 : ℂ) else 0)
      * diagonal (fun i => if i ∈ s then (1 : ℂ) else 0)
      = diagonal (fun i => if i ∈ s then (1 : ℂ) else 0) := by
    rw [diagonal_mul_diagonal]
    congr 1
    funext i
    split_ifs <;> simp
  rw [hρ]
  generalize diagonal (fun i => if i ∈ s then (1 : ℂ) else 0) = D at hD
  calc W * D * Wᴴ * (W * D * Wᴴ) = W * D * (Wᴴ * W) * D * Wᴴ := by
        simp only [Matrix.mul_assoc]
    _ = W * D * Wᴴ := by rw [hW', Matrix.mul_one, Matrix.mul_assoc W, hD]
```

Let D = diag(f). Its entries are 0 or 1, so D² = D, and W†W = 1 gives

ρ² = W D W† W D W† = W D² W† = W D W† = ρ.

The `calc` block is this chain, with `hD` supplying D² = D.

```lean
/-- Let `ρ` project on the `N` lowest eigenvectors of `H₀` with gap `g`, and let `V = U > -g`.
Then the correction energy vanishes, and `ρ` is the lowest-`N` projector of the corrected
Hamiltonian with gap `g + U`. -/
theorem equal_correction_opens_gap (site : n → S) {H₀ ρ : Matrix n n ℂ} {N : ℕ} {g U : ℝ}
    (h : IsLowestProjector H₀ ρ N g) (hU : -g < U) :
    onsiteEnergy site U ρ + intersiteEnergy site U ρ = 0 ∧
      IsLowestProjector (H₀ + correctionPotential site U U ρ) ρ N (g + U) := by
  refine ⟨by rw [energy_of_equal, h.idempotent]; simp, ?_⟩
  obtain ⟨W, hW, ε, s, hs, hH, hρ, -, ⟨i, hi, a, ha, e⟩, hmin⟩ := h
  have hWW : W * Wᴴ = 1 := Matrix.mem_unitaryGroup_iff.1 hW
  -- occupied levels move by -U/2, empty levels by +U/2
  refine ⟨W, hW, fun k => ε k + U * (1 / 2 - if k ∈ s then 1 else 0), s, hs, ?_, hρ,
    by linarith, ⟨i, hi, a, ha, ?_⟩, ?_⟩
  · have hd : diagonal (fun k => ((ε k + U * (1 / 2 - if k ∈ s then 1 else 0) : ℝ) : ℂ))
        = diagonal (fun k => (ε k : ℂ)) + (U : ℂ) • ((1 / 2 : ℂ) • (1 : Matrix n n ℂ)
          - diagonal (fun k => if k ∈ s then (1 : ℂ) else 0)) := by
      ext k l
      rcases eq_or_ne k l with rfl | hkl
      · by_cases hk : k ∈ s <;> simp [hk]
      · simp [Matrix.diagonal_apply_ne _ hkl, Matrix.one_apply_ne hkl]
    rw [hd, potential_of_equal, hH, hρ]
    simp only [Matrix.mul_add, Matrix.add_mul, Matrix.mul_smul, Matrix.smul_mul,
      Matrix.mul_sub, Matrix.sub_mul, Matrix.mul_one, hWW]
  · simp only [hi, ha, if_true, if_false]
    linarith
  · rintro d ⟨j, hj, b, hb, rfl⟩
    have hjb := hmin ⟨j, hj, b, hb, rfl⟩
    simp only [hj, hb, if_true, if_false]
    linarith
```

The energy vanishes because ρ − ρ² = 0. For the second claim, write the identity as WW† and collect the terms:

H₀ + U(1/2 − ρ) = W diag(ε_k + U(1/2 − f_k)) W†.

The eigenvectors are unchanged. Occupied levels move by −U/2 and empty ones by +U/2, so for every occupied i and empty a

(ε_a + U/2) − (ε_i − U/2) = ε_a − ε_i + U ≥ g + U.

Equality holds for the pair that gave the old gap. The new gap is positive whenever U > −g, which is the hypothesis `hU`. It covers all U ≥ 0, and also moderately negative U, for which the gap shrinks.

The proof turns on how Lean handles "there exist". The `obtain` line opens the hypothesis and names its contents: W, ε, s, and the pair i, a that attains the minimum. The `refine` line must supply the same kind of data for the corrected Hamiltonian. It hands back the same W and s and changes only the levels. No new diagonalisation or ordering of eigenvalues is needed, and three checks remain: the matrix identity, the pair that attains g + U, and the lower bound for all other pairs. The last two end in `linarith`, which settles linear inequalities.

H₀ is held fixed throughout. Within that restriction ρ is self-consistent, since the potential built from ρ returns ρ. In a full density-functional calculation H₀ itself depends on the density. If ρ is already self-consistent there without the correction, it remains a self-consistent solution with it, because an unchanged ρ gives the same H₀.

In a DFT+U+V code, occupation matrices are built by projecting the Kohn–Sham states on localised orbitals, and the potential is added to the Hamiltonian in each cycle. Those orbitals usually do not span the whole space, and V is usually smaller than U and acts only between selected neighbours, so the rigid shift is a limiting case. A tight-binding program with orthonormal orbitals can reproduce it directly: set V = U for all pairs, add v to a fixed gapped H₀, and compare the spectra.

## A dimer with one electron

```lean
/-- The density matrix of one electron in the symmetric orbital of a two-site dimer. -/
def dimerDensity : Matrix (Fin 2) (Fin 2) ℂ := !![1 / 2, 1 / 2; 1 / 2, 1 / 2]
```

The dimer is treated in one spin channel. The normalised symmetric orbital (1, 1)/√2 holds one electron, so all four elements of ρ are 1/2.

```lean
/-- With one orbital per site, the correction energy of the dimer density is `(U - V)/4`. -/
theorem dimer_energy (U V : ℝ) :
    onsiteEnergy (id : Fin 2 → Fin 2) U dimerDensity
      + intersiteEnergy (id : Fin 2 → Fin 2) V dimerDensity = ((U : ℂ) - V) / 4 := by
  simp [onsiteEnergy, intersiteEnergy, dimerDensity, Fin.sum_univ_two]
  ring
```

Taking `id` as the site map puts each orbital on its own site. Then

E_on = (U/2)(1 − 1/4 − 1/4) = U/4,
E_inter = −(V/2)(1/4 + 1/4) = −V/4.

The sum is (U − V)/4. On-site U alone assigns a positive energy to this shared electron when U > 0, although ρ is idempotent; the intersite term cancels it exactly at V = U.

```lean
/-- For the dimer with hopping `t > 0`, the dimer density is the lowest one-electron
projector, with gap `2t`. -/
theorem isLowestProjector_witness (t : ℝ) (ht : 0 < t) :
    IsLowestProjector !![0, -(t : ℂ); -(t : ℂ), 0] dimerDensity 1 (2 * t) := by
  obtain ⟨c, hcc⟩ : ∃ c : ℝ, c * c = 1 / 2 :=
    ⟨√(1 / 2), Real.mul_self_sqrt (by norm_num)⟩
  have hc : (c : ℂ) * c = 1 / 2 := by
    rw [← Complex.ofReal_mul, hcc]
    norm_num
  have hWs : (!![(c : ℂ), c; c, -c])ᴴ = !![(c : ℂ), c; c, -c] := by
    ext i j
    fin_cases i <;> fin_cases j <;> simp [Matrix.conjTranspose_apply]
  -- matrices diagonal in the bonding and antibonding orbitals
  have hconj : ∀ a b : ℂ, !![(c : ℂ), c; c, -c] * diagonal ![a, b] * (!![(c : ℂ), c; c, -c])ᴴ
      = !![(a + b) / 2, (a - b) / 2; (a - b) / 2, (a + b) / 2] := by
    intro a b
    have hWD : !![(c : ℂ), c; c, -c] * diagonal ![a, b]
        = !![(c : ℂ) * a, c * b; c * a, -(c * b)] := by
      ext i j
      rw [Matrix.mul_diagonal]
      fin_cases i <;> fin_cases j <;> simp
    rw [hWs, hWD]
    ext i j
    fin_cases i <;> fin_cases j <;>
      simp [Matrix.mul_apply, Fin.sum_univ_two] <;>
      first
        | linear_combination (a + b) * hc
        | linear_combination (a - b) * hc
  refine ⟨!![(c : ℂ), c; c, -c], ?_, ![-t, t], {0}, by simp, ?_, ?_, by linarith,
    ⟨0, by simp, 1, by simp, ?_⟩, ?_⟩
  · rw [Matrix.mem_unitaryGroup_iff, Matrix.star_eq_conjTranspose, hWs]
    ext i j
    fin_cases i <;> fin_cases j <;>
      simp [Matrix.mul_apply, Fin.sum_univ_two] <;> linear_combination 2 * hc
  · have hv : (fun i => ((![-t, t] i : ℝ) : ℂ)) = ![-(t : ℂ), (t : ℂ)] := by
      funext i
      fin_cases i <;> simp
    have h1 : (-(t : ℂ) + t) / 2 = 0 := by ring
    have h2 : (-(t : ℂ) - t) / 2 = -t := by ring
    rw [hv, hconj, h1, h2]
  · have hv : (fun i : Fin 2 => if i ∈ ({0} : Finset (Fin 2)) then (1 : ℂ) else 0)
        = ![1, 0] := by
      funext i
      fin_cases i <;> simp
    rw [hv, hconj]
    simp [dimerDensity]
  · show 2 * t = t - (-t)
    ring
  · rintro d ⟨i, hi, a, ha, rfl⟩
    have hi0 : i = 0 := by simpa using hi
    have ha0 : a ≠ 0 := by simpa using ha
    have ha1 : a = 1 := by omega
    subst hi0 ha1
    show 2 * t ≤ t - (-t)
    linarith

end

end IntersiteHubbard
```

The Hamiltonian has zero on-site energies and off-diagonal elements −t, where t > 0 is now the hopping. Its normalised eigenvectors are (1, 1)/√2 and (1, −1)/√2, with levels −t and t, so the gap is 2t. The proof takes a real c with c² = 1/2 and uses these vectors as the columns of W. The step `hconj` computes, for any a and b,

W diag(a, b) W† = ½ [[a + b, a − b], [a − b, a + b]].

The choice a = −t, b = t gives the Hamiltonian, and a = 1, b = 0 gives ρ. The dimer thus satisfies the hypothesis of the main theorem, and with V = U ≥ 0 its corrected gap within this spin channel is 2t + U.

```lean
#print axioms IntersiteHubbard.energy_hasDerivAt
-- 'IntersiteHubbard.energy_hasDerivAt' depends on axioms: [propext, Classical.choice, Quot.sound]
#print axioms IntersiteHubbard.equal_correction_opens_gap
-- 'IntersiteHubbard.equal_correction_opens_gap' depends on axioms: [propext, Classical.choice, Quot.sound]
#print axioms IntersiteHubbard.dimer_energy
-- 'IntersiteHubbard.dimer_energy' depends on axioms: [propext, Classical.choice, Quot.sound]
```
